# The oscillator equations of motion do not force a central commutator

Let $a$ and $b$ be elements of an associative algebra with unit over the real numbers. Write $[x,y]=xy-yx$ and define

$$H=\tfrac12(ab+ba),\qquad C=[a,b].$$

With $\hbar=\omega=1$, the oscillator equations of motion are

$$[H,a]=-a,\qquad [H,b]=b.$$

They say that $a$ lowers the energy by one quantum and $b$ raises it by one. In the Heisenberg picture, with complex coefficients allowed, $a(t)=e^{-it}a$. An element is central if it commutes with the whole algebra; the canonical value $C=1$ is central. Levels and matrix indices start at 0.

## An anticommutation condition in place of $[a,b]=1$

The equations of motion are equivalent to

$$(C-1)a+a(C-1)=0,\qquad (C-1)b+b(C-1)=0.$$

The canonical commutator satisfies this, but so do others. One example is

$$a=\begin{pmatrix}0&-2&0\\0&0&2\\0&0&0\end{pmatrix},\qquad b=\begin{pmatrix}0&0&0\\1&0&0\\0&1&0\end{pmatrix},$$

for which $H=\mathrm{diag}(-1,0,1)$ and $C=\mathrm{diag}(-2,4,-2)$. Here $b$ is not the adjoint of $a$, so this pair is an algebraic example and not a physical oscillator. The infinite ladder below has mutually transposed matrix elements.

## Testing ladder matrices in a boson code

For a single oscillator mode, a test that confirms the equations of motion does not confirm $[a,b]=1$. Computing $ab-ba$ tests the commutator directly.

Truncation adds a second point. No nonzero finite matrix $a$ satisfies the equations together with $b=a^\dagger$ when $H$ is built from the symmetrised product. For the usual truncated matrix with $a_{n,n+1}=\sqrt{n+1}$ and $N\ge2$ levels, the defect $[H,a]+a$ sits in the entry $(N-2,N-1)$ and equals $N\sqrt{N-1}/2$. If the code stores $H=\mathrm{diag}(n+\tfrac12)$ instead, the equations hold exactly, although the last diagonal entry of $C$ is $1-N$.

## From the products to Wigner's family

**Equivalence.** The terms $aba$ cancel in $[H,a]$, and the terms $bab$ cancel in $[H,b]$:

$$[H,a]=\tfrac12(ba^2-a^2b),\qquad [H,b]=\tfrac12(ab^2-b^2a).$$

Expanding the anticommutators gives

$$(C-1)a+a(C-1)=a^2b-ba^2-2a=-2([H,a]+a),$$
$$(C-1)b+b(C-1)=ab^2-b^2a-2b=2([H,b]-b).$$

Each left side vanishes exactly when the corresponding equation of motion holds.

**Three levels.** Here $ab=\mathrm{diag}(-2,2,0)$ and $ba=\mathrm{diag}(0,-2,2)$, which give the stated $H$ and $C$. The matrix $C-1=\mathrm{diag}(-3,3,-3)$ changes sign between neighbouring levels, so it anticommutes with $a$ and $b$. The entry $(0,1)$ of $[C,a]$ is $(-2-4)(-2)=12$, so $C$ is not central.

**Finite adjoint pairs.** Multiply $a^2b-ba^2-2a=0$ by $b$ on the right and take the trace. Cyclicity gives $\mathrm{tr}(ba^2b)=\mathrm{tr}(a^2b^2)$, which leaves $\mathrm{tr}(ab)=0$. If $b=a^\dagger$, this reads $\sum_{ij}|a_{ij}|^2=0$, hence $a=0$.

**Infinitely many levels.** For $E\ge0$ set

$$w_n=n+(E-\tfrac12)(1-(-1)^n).$$

This is $n$ for even $n$ and $n+2E-1$ for odd $n$, so it is never negative. On amplitudes $\psi_n$ define

$$(a\psi)_n=\sqrt{w_{n+1}}\,\psi_{n+1},\qquad (b\psi)_n=\sqrt{w_n}\,\psi_{n-1},$$

with $(b\psi)_0=0$. Then $ab$ multiplies $\psi_n$ by $w_{n+1}$ and $ba$ multiplies it by $w_n$. Half the sum and the difference give

$$H:\ n+E,\qquad C:\ 1+(2E-1)(-1)^n.$$

Thus $E$ is the energy of level 0. The ladders with $E\ge0$ are called Wigner's family here. Since $C-1$ alternates in sign, the equations of motion hold. Finally,

$$([C,a]\psi)_n=2(2E-1)(-1)^n\sqrt{w_{n+1}}\,\psi_{n+1}.$$

At $n=1$ the root is $\sqrt2$, so this vanishes for all $\psi$ only if $E=\tfrac12$, and then $C=1$.

## The Lean file

```lean
import Mathlib

open Matrix

namespace WignerOscillator

noncomputable section

variable {A : Type*} [Ring A] [Algebra ℝ A]

/-- The commutator `[x, y] = xy - yx`. -/
def comm {R : Type*} [Ring R] (x y : R) : R := x * y - y * x

/-- The symmetrised oscillator Hamiltonian `H = (ab + ba)/2`. -/
def oscHam (a b : A) : A := (1 / 2 : ℝ) • (a * b + b * a)

/-- The oscillator equations of motion `[H, a] = -a` and `[H, b] = b`. -/
def EquationsOfMotion (a b : A) : Prop :=
  comm (oscHam a b) a = -a ∧ comm (oscHam a b) b = b

/-- The equations of motion hold exactly when `[a, b] - 1` anticommutes with both
ladder operators. -/
theorem equationsOfMotion_iff (a b : A) :
    EquationsOfMotion a b ↔
      (comm a b - 1) * a + a * (comm a b - 1) = 0 ∧
      (comm a b - 1) * b + b * (comm a b - 1) = 0 := by
  -- each anticommutator is a multiple of the defect in an equation of motion
  have h1 : (comm a b - 1) * a + a * (comm a b - 1)
      = (-2 : ℝ) • (comm (oscHam a b) a + a) := by
    simp only [comm, oscHam, smul_mul_assoc, mul_smul_comm, mul_add, add_mul, mul_sub,
      sub_mul, mul_assoc, one_mul, mul_one]
    module
  have h2 : (comm a b - 1) * b + b * (comm a b - 1)
      = (2 : ℝ) • (comm (oscHam a b) b - b) := by
    simp only [comm, oscHam, smul_mul_assoc, mul_smul_comm, mul_add, add_mul, mul_sub,
      sub_mul, mul_assoc, one_mul, mul_one]
    module
  rw [h1, h2]
  constructor
  · rintro ⟨ha, hb⟩
    rw [ha, hb]
    simp
  · rintro ⟨ha, hb⟩
    exact ⟨eq_neg_of_add_eq_zero_left ((smul_eq_zero.mp ha).resolve_left (by norm_num)),
      sub_eq_zero.mp ((smul_eq_zero.mp hb).resolve_left (by norm_num))⟩

/-- The three-level lowering matrix `-2 E01 + 2 E12`, with indices starting at 0. -/
def a₃ : Matrix (Fin 3) (Fin 3) ℝ := !![0, -2, 0; 0, 0, 2; 0, 0, 0]

/-- The three-level raising matrix `E10 + E21`, with indices starting at 0. -/
def b₃ : Matrix (Fin 3) (Fin 3) ℝ := !![0, 0, 0; 1, 0, 0; 0, 1, 0]

/-- The three-level pair has `H = diag(-1, 0, 1)` and obeys the equations of motion, yet
`[a, b] = diag(-2, 4, -2)`, which does not commute with `a`. -/
theorem noncentral_commutator_witness :
    oscHam a₃ b₃ = !![-1, 0, 0; 0, 0, 0; 0, 0, 1] ∧
    EquationsOfMotion a₃ b₃ ∧
    comm a₃ b₃ = !![-2, 0, 0; 0, 4, 0; 0, 0, -2] ∧
    comm (comm a₃ b₃) a₃ ≠ 0 := by
  have hH : oscHam a₃ b₃ = !![-1, 0, 0; 0, 0, 0; 0, 0, 1] := by
    ext i j
    fin_cases i <;> fin_cases j <;>
      simp [oscHam, a₃, b₃] <;> norm_num
  have hC : comm a₃ b₃ = !![-2, 0, 0; 0, 4, 0; 0, 0, -2] := by
    ext i j
    fin_cases i <;> fin_cases j <;>
      simp [comm, a₃, b₃] <;> norm_num
  refine ⟨hH, ⟨?_, ?_⟩, hC, ?_⟩
  · rw [hH]
    ext i j
    fin_cases i <;> fin_cases j <;>
      simp [comm, a₃]
  · rw [hH]
    ext i j
    fin_cases i <;> fin_cases j <;>
      simp [comm, b₃]
  · rw [hC]
    intro h
    have h01 := congrFun (congrFun h 0) 1
    norm_num [comm, a₃, Matrix.mul_apply, Fin.sum_univ_succ] at h01

/-- For finite matrices the equations of motion force `tr(ab) = 0`. -/
theorem trace_mul_eq_zero {n : Type*} [Fintype n] [DecidableEq n] {a b : Matrix n n ℂ}
    (h : EquationsOfMotion a b) : (a * b).trace = 0 := by
  have h1 := ((equationsOfMotion_iff a b).mp h).1
  have h2 : a * a * b * b - b * (a * a * b) - (a * b + a * b)
      = ((comm a b - 1) * a + a * (comm a b - 1)) * b := by
    unfold comm
    noncomm_ring
  rw [h1, zero_mul] at h2
  -- the first two terms have the same trace by cyclicity
  have t := congrArg Matrix.trace h2
  rw [Matrix.trace_sub, Matrix.trace_sub, Matrix.trace_add,
    Matrix.trace_mul_comm b (a * a * b), Matrix.trace_zero] at t
  linear_combination (-1 / 2 : ℂ) * t

/-- In finite dimension a matrix and its adjoint obey the equations of motion only if the
matrix vanishes. -/
theorem adjoint_pair_iff {n : Type*} [Fintype n] [DecidableEq n] (a : Matrix n n ℂ) :
    EquationsOfMotion a aᴴ ↔ a = 0 := by
  constructor
  · intro h
    -- the trace of `a aᴴ` is the sum of all squared moduli
    have h2 : ((∑ i, ∑ j, Complex.normSq (a i j) : ℝ) : ℂ) = 0 := by
      refine Eq.trans ?_ (trace_mul_eq_zero h)
      push_cast
      simp only [Matrix.trace, Matrix.diag_apply, Matrix.mul_apply,
        Matrix.conjTranspose_apply]
      exact Finset.sum_congr rfl fun i _ => Finset.sum_congr rfl fun j _ =>
        (Complex.mul_conj (a i j)).symm
    have h3 := Complex.ofReal_eq_zero.mp h2
    ext i j
    have h4 := (Finset.sum_eq_zero_iff_of_nonneg (fun i _ =>
      Finset.sum_nonneg fun j _ => Complex.normSq_nonneg (a i j))).mp h3 i (Finset.mem_univ i)
    have h5 := (Finset.sum_eq_zero_iff_of_nonneg (fun j _ =>
      Complex.normSq_nonneg (a i j))).mp h4 j (Finset.mem_univ j)
    exact Complex.normSq_eq_zero.mp h5
  · rintro rfl
    simp [EquationsOfMotion, comm, oscHam]

/-- The number `n + (E - 1/2)(1 - (-1)^n)`. For `E ≥ 0` and `n ≥ 1` it is the squared matrix element
between levels `n - 1` and `n`. -/
def weight (E : ℝ) (n : ℕ) : ℝ := n + (E - 1 / 2) * (1 - (-1) ^ n)

/-- Wigner's lowering operator on number-state amplitudes. -/
def lower (E : ℝ) : Module.End ℝ (ℕ → ℝ) where
  toFun ψ := fun n => √(weight E (n + 1)) * ψ (n + 1)
  map_add' ψ φ := by funext n; simp only [Pi.add_apply]; ring
  map_smul' c ψ := by
    funext n; simp only [Pi.smul_apply, smul_eq_mul, RingHom.id_apply]; ring

/-- Wigner's raising operator on number-state amplitudes; the amplitude at level `0` of the
result is zero because `weight E 0 = 0`. -/
def raise (E : ℝ) : Module.End ℝ (ℕ → ℝ) where
  toFun ψ := fun n => √(weight E n) * ψ (n - 1)
  map_add' ψ φ := by funext n; simp only [Pi.add_apply]; ring
  map_smul' c ψ := by
    funext n; simp only [Pi.smul_apply, smul_eq_mul, RingHom.id_apply]; ring

/-- The raising and lowering operators have mutually transposed matrix elements between
number states. -/
theorem lower_raise_transpose (E : ℝ) (m n : ℕ) :
    lower E (Pi.single n 1) m = raise E (Pi.single m 1) n := by
  change √(weight E (m + 1)) * (Pi.single n 1 : ℕ → ℝ) (m + 1)
    = √(weight E n) * (Pi.single m 1 : ℕ → ℝ) (n - 1)
  cases n with
  | zero => simp [weight, Pi.single_apply]
  | succ k =>
    by_cases h : m = k
    · subst h; simp
    · simp [Pi.single_apply, h, Ne.symm h]

/-- For `E ≥ 0` the products `ab` and `ba` are diagonal in the number states, with the
squared matrix elements as entries. -/
theorem ladder_products {E : ℝ} (hE : 0 ≤ E) (ψ : ℕ → ℝ) (n : ℕ) :
    lower E (raise E ψ) n = weight E (n + 1) * ψ n ∧
    raise E (lower E ψ) n = weight E n * ψ n := by
  have hw : ∀ k : ℕ, 0 ≤ weight E (k + 1) := by
    intro k
    have hk : (0 : ℝ) ≤ k := Nat.cast_nonneg k
    unfold weight
    push_cast
    rcases neg_one_pow_eq_or ℝ (k + 1) with h | h <;> rw [h] <;> linarith
  constructor
  · change √(weight E (n + 1)) * (√(weight E (n + 1)) * ψ n) = _
    rw [← mul_assoc, Real.mul_self_sqrt (hw n)]
  · cases n with
    | zero =>
      have h0 : weight E 0 = 0 := by simp [weight]
      change √(weight E 0) * _ = _
      rw [h0, Real.sqrt_zero, zero_mul, zero_mul]
    | succ k =>
      change √(weight E (k + 1)) * (√(weight E (k + 1)) * ψ (k + 1)) = _
      rw [← mul_assoc, Real.mul_self_sqrt (hw k)]

/-- For `E ≥ 0`, on level `n` the Hamiltonian acts as `n + E` and the commutator `[a, b]` acts as `1
+ (2E - 1)(-1)^n`. -/
theorem energy_and_commutator {E : ℝ} (hE : 0 ≤ E) (ψ : ℕ → ℝ) (n : ℕ) :
    oscHam (lower E) (raise E) ψ n = (n + E) * ψ n ∧
    comm (lower E) (raise E) ψ n = (1 + (2 * E - 1) * (-1) ^ n) * ψ n := by
  obtain ⟨h1, h2⟩ := ladder_products hE ψ n
  constructor
  · change (1 / 2 : ℝ) * (lower E (raise E ψ) n + raise E (lower E ψ) n) = _
    rw [h1, h2]
    simp only [weight]
    push_cast
    ring
  · change lower E (raise E ψ) n - raise E (lower E ψ) n = _
    rw [h1, h2]
    simp only [weight]
    push_cast
    ring

/-- Wigner's ladder operators obey the oscillator equations of motion for every `E ≥ 0`. -/
theorem wigner_equationsOfMotion {E : ℝ} (hE : 0 ≤ E) :
    EquationsOfMotion (lower E) (raise E) := by
  -- the alternating sign in the commutator flips whenever the level changes by one
  refine (equationsOfMotion_iff _ _).mpr
    ⟨LinearMap.ext fun ψ => funext fun n => ?_, LinearMap.ext fun ψ => funext fun n => ?_⟩
  · change (comm (lower E) (raise E) (lower E ψ) n - lower E ψ n) +
      √(weight E (n + 1)) * (comm (lower E) (raise E) ψ (n + 1) - ψ (n + 1)) = 0
    have hl : lower E ψ n = √(weight E (n + 1)) * ψ (n + 1) := rfl
    rw [(energy_and_commutator hE (lower E ψ) n).2,
      (energy_and_commutator hE ψ (n + 1)).2, hl]
    ring
  · change (comm (lower E) (raise E) (raise E ψ) n - raise E ψ n) +
      √(weight E n) * (comm (lower E) (raise E) ψ (n - 1) - ψ (n - 1)) = 0
    have hr : raise E ψ n = √(weight E n) * ψ (n - 1) := rfl
    rw [(energy_and_commutator hE (raise E ψ) n).2,
      (energy_and_commutator hE ψ (n - 1)).2, hr]
    cases n with
    | zero => simp [weight]
    | succ k =>
      simp only [Nat.add_sub_cancel]
      ring

/-- Within Wigner's family the commutator `[a, b]` commutes with the lowering operator
exactly when `E = 1/2`. -/
theorem commutator_central_iff {E : ℝ} (hE : 0 ≤ E) :
    comm (comm (lower E) (raise E)) (lower E) = 0 ↔ E = 1 / 2 := by
  constructor
  · intro h
    -- compare the two orders on the transition from level 2 to level 1
    have h1 := congrFun (LinearMap.congr_fun h (fun _ => (1 : ℝ))) 1
    change comm (lower E) (raise E) (lower E (fun _ => 1)) 1 -
      √(weight E (1 + 1)) * comm (lower E) (raise E) (fun _ => 1) (1 + 1) = 0 at h1
    have hl : lower E (fun _ => 1) 1 = √(weight E (1 + 1)) * 1 := rfl
    rw [(energy_and_commutator hE _ 1).2, (energy_and_commutator hE _ (1 + 1)).2, hl] at h1
    have hw : 0 < √(weight E (1 + 1)) := Real.sqrt_pos.mpr (by norm_num [weight])
    have h2 : √(weight E (1 + 1)) * (1 - 2 * E) = 0 := by linear_combination h1 / 2
    have h3 := (mul_eq_zero.mp h2).resolve_left hw.ne'
    linarith
  · intro h
    have hC : comm (lower E) (raise E) = 1 := by
      refine LinearMap.ext fun ψ => funext fun n => ?_
      rw [(energy_and_commutator hE ψ n).2, h]
      change _ = ψ n
      ring
    rw [hC]
    simp [comm]

end

end WignerOscillator
```

```lean
#print axioms WignerOscillator.adjoint_pair_iff
#print axioms WignerOscillator.lower_raise_transpose
#print axioms WignerOscillator.wigner_equationsOfMotion
#print axioms WignerOscillator.commutator_central_iff
```

```
'WignerOscillator.adjoint_pair_iff' depends on axioms: [propext, Classical.choice, Quot.sound]
'WignerOscillator.lower_raise_transpose' depends on axioms: [propext, Classical.choice, Quot.sound]
'WignerOscillator.wigner_equationsOfMotion' depends on axioms: [propext, Classical.choice, Quot.sound]
'WignerOscillator.commutator_central_iff' depends on axioms: [propext, Classical.choice, Quot.sound]
```

## How the theorems state the physics

`EquationsOfMotion a b` is the pair of equations above, and `oscHam` fixes the symmetrised Hamiltonian. `equationsOfMotion_iff` holds in any real algebra `A`. `noncentral_commutator_witness` concerns real 3×3 matrices; `trace_mul_eq_zero` and `adjoint_pair_iff` concern complex matrices of any finite size.

`weight E n` is $w_n$, and `lower E` and `raise E` are linear maps on all real sequences `ℕ → ℝ`. The number state $n$ is `Pi.single n 1`. In `raise`, the natural-number difference `0 - 1` is `0`, which is harmless because $w_0=0$.

The sequences need not be normalisable, and there is no inner product. The adjoint relation therefore appears as `lower_raise_transpose`, an equality of matrix elements between number states. Self-adjointness and operator domains are not treated. The theorems exhibit Wigner's family; they do not classify all solutions of the equations of motion.

## How the proofs follow the algebra

The three-level matrices are checked entry by entry with `fin_cases`. The trace theorem uses `noncomm_ring` for the expansion and `Matrix.trace_mul_comm` for cyclicity; `adjoint_pair_iff` then uses the fact that a vanishing sum of nonnegative terms has vanishing terms.

For the infinite ladder, `ladder_products` removes the square roots, `energy_and_commutator` takes half the sum and the difference, and `wigner_equationsOfMotion` applies the equivalence. `commutator_central_iff` evaluates $[C,a]$ on the constant sequence 1 at level 1. The transition from level 1 to level 0 would not serve, because $w_1=2E$ vanishes at $E=0$.

The equivalence itself turns on the tactic `module`. The preceding `simp only` expands the products and brackets them uniformly, so that $a(ba)$ and $b(aa)$ are distinct fixed vectors. `module` then compares their real coefficients, including the factor $\tfrac12$, without ever commuting $a$ past $b$. The tactic `ring` would need a commutative algebra.

## Finitely supported states as another model

The ladder operators could also act on sequences with finitely many nonzero amplitudes, a space that both of them preserve. The usual inner product is then a finite sum, and $\langle\varphi,a\psi\rangle=\langle b\varphi,\psi\rangle$ can be stated for all vectors rather than read off from matrix elements. The level-by-level calculations would stay the same, but the definitions would have to show that finite support is preserved, and the constant test sequence would give way to the number state 2.
